# Replacing every hopping by minus its modulus cannot raise the ground energy of a finite Hermitian matrix

Let H be a Hermitian matrix on a finite, non-empty set of sites, and let K have the entries

K_ii = H_ii,  K_ij = −|H_ij| for i ≠ j.

Writing E₀ for the lowest eigenvalue, we have

E₀(K) ≤ E₀(H).

For one particle in a finite tight-binding model with orthonormal orbitals, the hoppings are the off-diagonal entries H_ij themselves, sign included. Hopping phases, such as those produced by a magnetic field, therefore never bring the ground energy below that of K. K can be the field-free Hamiltonian only if the field-free hoppings are all real and non-positive. This is a matrix form of the diamagnetic inequality; it treats neither continuum Schrödinger operators nor the total energy of many electrons.

The finite type `n` labels the sites.

In Lean 4 with Mathlib:

```lean
import Mathlib

open Matrix
open scoped ComplexOrder

namespace DiamagneticInequality

noncomputable section

variable {n : Type*} [Fintype n] [DecidableEq n]
```

## Levels, ground energy and the phaseless Hamiltonian

An energy level of A is a real number e for which A x = e x has a non-zero complex solution x.

```lean
/-- The energy levels of a Hamiltonian matrix: its real eigenvalues. -/
def energyLevels (A : Matrix n n ℂ) : Set ℝ :=
  {e | ∃ x : n → ℂ, x ≠ 0 ∧ A *ᵥ x = (e : ℂ) • x}
```

The ground energy E₀(A) is defined as the infimum of the levels. That it is itself a level is proved below for Hermitian A.

```lean
/-- The ground energy: the infimum of the energy levels. -/
def groundEnergy (A : Matrix n n ℂ) : ℝ := sInf (energyLevels A)
```

For amplitudes x_i, the energy expectation is

⟨x, A x⟩ = Σ_i Σ_j x_i* A_ij x_j.

States are not normalised, so this is the usual expectation value multiplied by Σ_i |x_i|². The code takes the real part, which loses nothing when A is Hermitian.

```lean
/-- The real part of the (unnormalised) energy expectation `⟨x, A x⟩` of a state. -/
def energy (A : Matrix n n ℂ) (x : n → ℂ) : ℝ := (star x ⬝ᵥ A *ᵥ x).re
```

`phaseless H` is K. Its entries are real but stored as complex numbers, so that H and K act on the same space. The diagonal is written as Re H_ii, which equals H_ii for Hermitian H.

```lean
/-- The Hamiltonian without hopping phases: the same on-site energies, and every
hopping amplitude replaced by minus its modulus. -/
def phaseless (H : Matrix n n ℂ) : Matrix n n ℂ :=
  Matrix.of fun i j => if i = j then ((H i i).re : ℂ) else -(‖H i j‖ : ℂ)
```

## The ground energy is attained and bounds every expectation

The spectral theorem supplies an orthonormal eigenbasis, and each of its eigenvalues is a level in the above sense.

```lean
/-- The eigenvalues supplied by the spectral theorem are energy levels. -/
theorem eigenvalue_mem {A : Matrix n n ℂ} (hA : A.IsHermitian) (i : n) :
    hA.eigenvalues i ∈ energyLevels A := by
  refine ⟨(hA.eigenvectorBasis i).ofLp, ?_, ?_⟩
  · intro h
    exact hA.eigenvectorBasis.orthonormal.ne_zero i (by ext j; simpa using congrFun h j)
  · exact (hA.mulVec_eigenvectorBasis i).trans (by ext j; simp)
```

There is thus at least one level. Every level is a root of the characteristic polynomial, so there are finitely many, and a finite non-empty set of reals contains its infimum.

```lean
/-- The ground energy of a Hermitian Hamiltonian is its least energy level. -/
theorem groundEnergy_isLeast [Nonempty n] {A : Matrix n n ℂ} (hA : A.IsHermitian) :
    IsLeast (energyLevels A) (groundEnergy A) := by
  -- the levels are roots of the characteristic polynomial, hence finitely many
  have hfin : (energyLevels A).Finite := by
    have hroots := Polynomial.finite_setOfPred_isRoot (A.charpoly_monic.ne_zero)
    refine (hroots.preimage (Complex.ofReal_injective.injOn)).subset ?_
    rintro e ⟨x, hx, hAx⟩
    change Polynomial.eval (e : ℂ) A.charpoly = 0
    rw [Matrix.eval_charpoly]
    refine Matrix.exists_mulVec_eq_zero_iff.mp ⟨x, hx, ?_⟩
    rw [Matrix.sub_mulVec, hAx, Matrix.scalar_apply]
    ext i
    simp
  have hne : (energyLevels A).Nonempty := ⟨_, eigenvalue_mem hA (Classical.arbitrary n)⟩
  exact ⟨hne.csInf_mem hfin, fun e he => csInf_le hfin.bddBelow he⟩
```

The squared norm is the sum of the site populations:

⟨x, x⟩ = Σ_i |x_i|².

```lean
omit [DecidableEq n] in
/-- The overlap of a state with itself is the sum of its site populations. -/
theorem star_dot_self (x : n → ℂ) :
    star x ⬝ᵥ x = ((∑ i, ‖x i‖ ^ 2 : ℝ) : ℂ) := by
  simp only [dotProduct, Pi.star_apply, Complex.ofReal_sum]
  refine Finset.sum_congr rfl fun i _ => ?_
  rw [Complex.star_def, mul_comm, Complex.mul_conj, Complex.normSq_eq_norm_sq]
```

Now shift the Hamiltonian to B = A − E₀(A)·1. If λ is an eigenvalue of B, then λ + E₀(A) is a level of A, so λ ≥ 0. Hence B is positive semidefinite, and expanding ⟨x, B x⟩ ≥ 0 gives

E₀(A) Σ_i |x_i|² ≤ ⟨x, A x⟩.

```lean
/-- Variational principle: for Hermitian `A`, the energy expectation of any state is at least the
ground energy times the squared norm of the state. -/
theorem variational_principle [Nonempty n] {A : Matrix n n ℂ} (hA : A.IsHermitian)
    (x : n → ℂ) : groundEnergy A * ∑ i, ‖x i‖ ^ 2 ≤ energy A x := by
  have hB : (A - (groundEnergy A : ℂ) • (1 : Matrix n n ℂ)).IsHermitian := by
    unfold Matrix.IsHermitian
    rw [conjTranspose_sub, conjTranspose_smul, conjTranspose_one, hA.eq]
    simp
  -- the shifted Hamiltonian has no negative level
  have hpos : (A - (groundEnergy A : ℂ) • (1 : Matrix n n ℂ)).PosSemidef := by
    rw [hB.posSemidef_iff_eigenvalues_nonneg]
    intro i
    obtain ⟨v, hv, h⟩ := eigenvalue_mem hB i
    rw [Matrix.sub_mulVec, Matrix.smul_mulVec, Matrix.one_mulVec, sub_eq_iff_eq_add] at h
    have hmem : hB.eigenvalues i + groundEnergy A ∈ energyLevels A :=
      ⟨v, hv, by rw [h, Complex.ofReal_add, add_smul]⟩
    have hle := (groundEnergy_isLeast hA).2 hmem
    change 0 ≤ hB.eigenvalues i
    linarith
  have h := hpos.dotProduct_mulVec_nonneg x
  rw [Matrix.sub_mulVec, Matrix.smul_mulVec, Matrix.one_mulVec, dotProduct_sub,
    dotProduct_smul, star_dot_self, smul_eq_mul, ← Complex.ofReal_mul] at h
  have h' := (Complex.le_def.mp h).1
  rw [Complex.sub_re, Complex.ofReal_re, Complex.zero_re] at h'
  unfold energy
  linarith
```

## Comparing the two Hamiltonians

To apply this bound to K, we need K to be Hermitian. It is, because |H_ji| = |H_ij|.

```lean
omit [Fintype n] in
/-- Removing the hopping phases of a Hermitian Hamiltonian leaves it Hermitian. -/
theorem phaseless_isHermitian {H : Matrix n n ℂ} (hH : H.IsHermitian) :
    (phaseless H).IsHermitian := by
  refine Matrix.IsHermitian.ext fun i j => ?_
  by_cases hij : i = j
  · subst hij
    simp [phaseless]
  · have hji : ¬ j = i := fun h => hij h.symm
    have hn : ‖H j i‖ = ‖H i j‖ := by rw [← hH.apply i j, norm_star]
    simp [phaseless, hij, hji, hn]
```

Write |x| for the state with amplitudes |x_i|. The on-site terms of ⟨|x|, K |x|⟩ and Re⟨x, H x⟩ agree, both being Re(H_ii)|x_i|². For i ≠ j,

Re(x_i* H_ij x_j) ≥ −|x_i| |H_ij| |x_j|,

and the right-hand side is the corresponding term for K. The proof compares the double sums term by term, giving

⟨|x|, K |x|⟩ ≤ Re⟨x, H x⟩.

```lean
/-- Dropping the phases of both the hoppings and the amplitudes of a state never raises
the energy expectation. -/
theorem energy_phaseless_le (H : Matrix n n ℂ) (x : n → ℂ) :
    energy (phaseless H) (fun i => (‖x i‖ : ℂ)) ≤ energy H x := by
  simp only [energy, dotProduct, mulVec, Finset.mul_sum, Complex.re_sum, Pi.star_apply]
  refine Finset.sum_le_sum fun i _ => Finset.sum_le_sum fun j _ => ?_
  by_cases hij : i = j
  · -- on-site terms agree
    subst hij
    have hp : phaseless H i i = ((H i i).re : ℂ) := by simp [phaseless]
    have hx : ‖x i‖ ^ 2 = (x i).re * (x i).re + (x i).im * (x i).im := by
      rw [← Complex.normSq_eq_norm_sq, Complex.normSq_apply]
    apply le_of_eq
    rw [hp]
    simp only [Complex.star_def, Complex.mul_re, Complex.mul_im, Complex.conj_re,
      Complex.conj_im, Complex.ofReal_re, Complex.ofReal_im]
    linear_combination (H i i).re * hx
  · -- a hopping term is at least minus its modulus
    have hp : phaseless H i j = -(‖H i j‖ : ℂ) := by simp [phaseless, hij]
    have h1 := Complex.abs_re_le_norm (star (x i) * (H i j * x j))
    rw [norm_mul, norm_mul, norm_star] at h1
    have h2 : star (‖x i‖ : ℂ) * (-(‖H i j‖ : ℂ) * (‖x j‖ : ℂ))
        = ((-(‖x i‖ * (‖H i j‖ * ‖x j‖)) : ℝ) : ℂ) := by
      rw [Complex.star_def, Complex.conj_ofReal]
      push_cast
      ring
    rw [hp, h2, Complex.ofReal_re]
    exact neg_le_of_abs_le h1
```

Take x to be a ground state of H and use |x| as a trial state for K:

E₀(K) Σ_i |x_i|² ≤ ⟨|x|, K |x|⟩ ≤ ⟨x, H x⟩ = E₀(H) Σ_i |x_i|².

Since x ≠ 0, the common factor is positive and can be divided out.

```lean
/-- Diamagnetic inequality: the ground energy of a Hermitian Hamiltonian is at least that
of the Hamiltonian with its hopping phases removed. -/
theorem diamagnetic_inequality [Nonempty n] {H : Matrix n n ℂ} (hH : H.IsHermitian) :
    groundEnergy (phaseless H) ≤ groundEnergy H := by
  obtain ⟨x, hx, he⟩ := (groundEnergy_isLeast hH).1
  -- use the moduli of a ground state of `H` as a trial state
  have h1 := variational_principle (phaseless_isHermitian hH) (fun i => (‖x i‖ : ℂ))
  simp only [Complex.norm_real, norm_norm] at h1
  have h2 := energy_phaseless_le H x
  have h3 : energy H x = groundEnergy H * ∑ i, ‖x i‖ ^ 2 := by
    unfold energy
    rw [he, dotProduct_smul, star_dot_self, smul_eq_mul, ← Complex.ofReal_mul,
      Complex.ofReal_re]
  have hpos : 0 < ∑ i, ‖x i‖ ^ 2 := by
    obtain ⟨i, hi⟩ := Function.ne_iff.mp hx
    have hi' : 0 < ‖x i‖ := norm_pos_iff.mpr hi
    exact Finset.sum_pos' (fun _ _ => by positivity) ⟨i, Finset.mem_univ i, by positivity⟩
  exact le_of_mul_le_mul_right (by linarith) hpos
```

## Phases that a gauge transformation removes

Suppose H_ij = −|H_ij| u_i u_j* for i ≠ j, with |u_i| = 1. Then H_ij u_j = u_i K_ij for all i and j. If K y = E₀(K) y, the state with amplitudes u_i y_i satisfies

Σ_j H_ij u_j y_j = u_i Σ_j K_ij y_j = E₀(K) u_i y_i.

So E₀(K) is a level of H, which gives E₀(H) ≤ E₀(K) and hence equality.

With a single site there is no hopping, and K = H. With two sites 0 and 1 and H_01 = |H_01| e^{iθ}, the choice u_0 = −e^{iθ}, u_1 = 1 always works, so a strict inequality needs at least three sites.

```lean
/-- If the hopping phases are a pure gauge, `H i j = -|H i j| u i (u j)*` with unit phases
`u`, then removing them leaves the ground energy unchanged. -/
theorem groundEnergy_eq_of_gauge [Nonempty n] {H : Matrix n n ℂ} (hH : H.IsHermitian)
    (u : n → ℂ) (hu : ∀ i, ‖u i‖ = 1)
    (hg : ∀ i j, i ≠ j → H i j = -(‖H i j‖ : ℂ) * (u i * star (u j))) :
    groundEnergy (phaseless H) = groundEnergy H := by
  refine le_antisymm (diamagnetic_inequality hH) ?_
  -- the gauge transformation intertwines the two Hamiltonians
  have key : ∀ i j, H i j * u j = u i * phaseless H i j := by
    intro i j
    by_cases hij : i = j
    · subst hij
      have hp : phaseless H i i = ((H i i).re : ℂ) := by simp [phaseless]
      have hr : ((H i i).re : ℂ) = H i i := Complex.conj_eq_iff_re.mp (hH.apply i i)
      rw [hp, hr, mul_comm]
    · have hp : phaseless H i j = -(‖H i j‖ : ℂ) := by simp [phaseless, hij]
      have huj : star (u j) * u j = 1 := by
        rw [Complex.star_def, mul_comm, Complex.mul_conj, Complex.normSq_eq_norm_sq, hu]
        simp
      rw [hp]
      linear_combination (u j) * hg i j hij - (‖H i j‖ : ℂ) * u i * huj
  obtain ⟨y, hy, he⟩ := (groundEnergy_isLeast (phaseless_isHermitian hH)).1
  refine (groundEnergy_isLeast hH).2 ⟨fun i => u i * y i, ?_, ?_⟩
  · intro h0
    apply hy
    ext i
    have hui : u i ≠ 0 := by
      intro hz
      have h1 := hu i
      simp [hz] at h1
    simpa [hui] using congrFun h0 i
  · ext i
    have hi := congrFun he i
    simp only [mulVec, dotProduct, Pi.smul_apply, smul_eq_mul] at hi ⊢
    calc ∑ j, H i j * (u j * y j) = u i * ∑ j, phaseless H i j * y j := by
          rw [Finset.mul_sum]
          refine Finset.sum_congr rfl fun j _ => ?_
          linear_combination y j * key i j
      _ = _ := by rw [hi]; ring
```

## A frustrated triangle

Put the same real hopping t on all three bonds, with zero on-site energies. The triangle is frustrated when t > 0; for t < 0 it is its own K.

```lean
/-- Three sites on a triangle with the same real hopping amplitude `t` on every bond. -/
def triangle (t : ℝ) : Matrix (Fin 3) (Fin 3) ℂ :=
  !![0, (t : ℂ), (t : ℂ); (t : ℂ), 0, (t : ℂ); (t : ℂ), (t : ℂ), 0]
```

With s = x_0 + x_1 + x_2, the eigenvalue equations read

(e + t) x_i = t s.

Summing over i gives (e − 2t) s = 0, hence

(e − 2t)(e + t) x_i = 0.

Some x_i is non-zero, so e is 2t or −t. Both occur, with normalised states (1, 1, 1)/√3 and (1, −1, 0)/√2; the code uses the same vectors without the prefactors. Therefore E₀ = min(2t, −t).

```lean
/-- The ground energy of the triangle is the smaller of `2t` and `-t`. -/
theorem triangle_groundEnergy (t : ℝ) :
    groundEnergy (triangle t) = min (2 * t) (-t) := by
  unfold groundEnergy
  apply IsLeast.csInf_eq
  constructor
  · rcases min_choice (2 * t) (-t) with h | h <;> rw [h]
    · refine ⟨![1, 1, 1], fun h0 => by simpa using congrFun h0 0, ?_⟩
      ext i
      fin_cases i <;> simp [triangle, mulVec, dotProduct, Fin.sum_univ_three] <;> ring
    · refine ⟨![1, -1, 0], fun h0 => by simpa using congrFun h0 0, ?_⟩
      ext i
      fin_cases i <;> simp [triangle, mulVec, dotProduct, Fin.sum_univ_three]
  · rintro e ⟨x, hx, he⟩
    have h0 : (t : ℂ) * x 1 + t * x 2 = e * x 0 := by
      simpa [triangle, mulVec, dotProduct, Fin.sum_univ_three] using congrFun he 0
    have h1 : (t : ℂ) * x 0 + t * x 2 = e * x 1 := by
      simpa [triangle, mulVec, dotProduct, Fin.sum_univ_three] using congrFun he 1
    have h2 : (t : ℂ) * x 0 + t * x 1 = e * x 2 := by
      simpa [triangle, mulVec, dotProduct, Fin.sum_univ_three] using congrFun he 2
    -- every level solves `(e - 2t)(e + t) = 0`
    have key : ∀ i, ((e : ℂ) - 2 * t) * (e + t) * x i = 0 := by
      intro i
      fin_cases i
      · change _ * x 0 = 0
        linear_combination (-((e : ℂ) - 2 * t)) * h0 - (t : ℂ) * (h0 + h1 + h2)
      · change _ * x 1 = 0
        linear_combination (-((e : ℂ) - 2 * t)) * h1 - (t : ℂ) * (h0 + h1 + h2)
      · change _ * x 2 = 0
        linear_combination (-((e : ℂ) - 2 * t)) * h2 - (t : ℂ) * (h0 + h1 + h2)
    obtain ⟨i, hi⟩ := Function.ne_iff.mp hx
    have hr := (mul_eq_zero.mp (key i)).resolve_right hi
    have hr' : (e - 2 * t) * (e + t) = 0 := by exact_mod_cast hr
    rcases mul_eq_zero.mp hr' with h | h
    · exact (min_le_left _ _).trans (by linarith)
    · exact (min_le_right _ _).trans (by linarith)
```

At t = 1 the phaseless matrix is the triangle with t = −1. The ground energies are −2 for K and −1 for H, so the inequality is strict. No gauge transformation can remove these signs. Replacing each H_ij by u_i* H_ij u_j with |u_i| = 1 leaves the product (−H_01)(−H_12)(−H_20) unchanged, because every u_i meets its conjugate. The product is −1 for H but +1 for K.

```lean
/-- The inequality can be strict: for the triangle with hopping `+1` the ground energy is
`-1`, and without the hopping phases it is `-2`. -/
theorem triangle_strict :
    groundEnergy (phaseless (triangle 1)) = -2 ∧ groundEnergy (triangle 1) = -1 := by
  have h : phaseless (triangle 1) = triangle (-1) := by
    ext i j
    fin_cases i <;> fin_cases j <;> simp [phaseless, triangle]
  rw [h, triangle_groundEnergy, triangle_groundEnergy]
  constructor
  · rw [min_eq_left (by norm_num)]
    norm_num
  · rw [min_eq_right (by norm_num)]

end

end DiamagneticInequality
```

```lean
#print axioms DiamagneticInequality.groundEnergy_isLeast
#print axioms DiamagneticInequality.groundEnergy_eq_of_gauge
#print axioms DiamagneticInequality.triangle_strict
```

```
'DiamagneticInequality.groundEnergy_isLeast' depends on axioms: [propext, Classical.choice, Quot.sound]
'DiamagneticInequality.groundEnergy_eq_of_gauge' depends on axioms: [propext, Classical.choice, Quot.sound]
'DiamagneticInequality.triangle_strict' depends on axioms: [propext, Classical.choice, Quot.sound]
```
